# Uniform-sign trace noise of a real Fermi matrix with uniform density f is at most 2Nf(1 − f), with equality exactly for projectors

## Signs, estimates and Fermi matrices

The N sites, or orthonormal orbitals, are labelled by a finite type `n`, so N is `Fintype.card n`. All matrices are real.

```lean
import Mathlib

open Matrix

namespace FermiSmearingNoise

noncomputable section

variable {n : Type*} [Fintype n] [DecidableEq n]
```

A sign vector s assigns +1 or −1 to every site. It is stored as a function from `n` to `Bool` and read through `sgn`.

```lean
/-- The sign, `+1` or `-1`, encoded by a Boolean. -/
def sgn (b : Bool) : ℝ := if b then 1 else -1
```

The expectation ⟨g⟩ is the plain average over all 2^N sign vectors, which makes the signs independent and unbiased.

```lean
/-- The average of `g` over all `2 ^ N` sign vectors, each with equal probability. -/
def avg (g : (n → Bool) → ℝ) : ℝ := (∑ s, g s) / 2 ^ Fintype.card n
```

For a matrix A, one sign vector gives the estimate

X(s) = sᵀAs = Σ_ij A_ij s_i s_j.

```lean
/-- The stochastic trace estimate `sᵀ A s` for one sign vector `s`. -/
def estimate (A : Matrix n n ℝ) (s : n → Bool) : ℝ :=
  ∑ i, ∑ j, A i j * (sgn (s i) * sgn (s j))
```

The noise is the variance of X for a single sign vector, measured from the actual mean of X:

Var X = ⟨(X − ⟨X⟩)²⟩.

```lean
/-- The variance of the trace estimate over uniform sign vectors. -/
def noise (A : Matrix n n ℝ) : ℝ :=
  avg fun s => (estimate A s - avg (estimate A)) ^ 2
```

A Fermi matrix F is a one-particle density matrix per spin. Its eigenvalues are occupations, its diagonal entries are site densities, and Tr F is the number of electrons of that spin.

```lean
/-- A real Fermi matrix: both `F` (electrons) and `1 - F` (holes) are symmetric and
positive semidefinite. -/
def IsFermi (F : Matrix n n ℝ) : Prop := F.PosSemidef ∧ (1 - F).PosSemidef
```

In Lean, `PosSemidef` includes symmetry for real matrices. `IsFermi` mentions no Hamiltonian or temperature. A Fermi–Dirac function of a real symmetric Hamiltonian is the intended example, and at positive temperature its occupations are strictly fractional.

The result bears on stochastic estimates of the electron number in electronic-structure calculations, for a finite, real, orthonormal one-particle model. The noise of other observables, such as the energy, is a different quantity.

## Independent, equally likely signs

This condition says that every pattern of signs on the sites is equally likely. By hand it enters through two facts: s_i² = 1, and flipping one sign only permutes the sign vectors. If a quantity is odd in one sign, its average therefore equals minus itself, so the average is zero.

```lean
/-- Negating the Boolean reverses the sign, and every sign squares to one. -/
theorem sgn_facts (b : Bool) : sgn (!b) = -sgn b ∧ sgn b * sgn b = 1 := by
  cases b <;> simp [sgn]

/-- The average over sign vectors is linear. -/
theorem avg_linear {ι : Type*} (t : Finset ι) (c : ι → ℝ) (g : ι → (n → Bool) → ℝ) :
    avg (fun s => ∑ p ∈ t, c p * g p s) = ∑ p ∈ t, c p * avg (fun s => g p s) := by
  unfold avg
  rw [Finset.sum_comm, Finset.sum_div]
  refine Finset.sum_congr rfl fun p _ => ?_
  rw [← Finset.mul_sum, mul_div_assoc]

/-- A quantity that changes sign when the sign on one site `a` is flipped averages to zero. -/
theorem avg_eq_zero_of_flip (a : n) (g : (n → Bool) → ℝ)
    (h : ∀ s, g (Function.update s a (!s a)) = -g s) : avg g = 0 := by
  have hinv : Function.Involutive
      (fun s : n → Bool => Function.update s a (!s a)) := by
    intro s
    simp
  have hs : ∑ s, g (Function.update s a (!s a)) = ∑ s, g s :=
    Equiv.sum_comp hinv.toPerm g
  simp only [h, Finset.sum_neg_distrib] at hs
  have h0 : ∑ s, g s = 0 := by linarith
  simp [avg, h0]
```

`avg_eq_zero_of_flip` treats the flip as an involution, hence a permutation of the sum. It gives ⟨s_i s_j⟩ = 0 for i ≠ j. For four signs with i ≠ j and k ≠ l, the product is 1 if (k, l) is (i, j) or (j, i). Otherwise some site occurs exactly once, and flipping its sign gives zero. Hence

⟨s_i s_j s_k s_l⟩ = δ_ik δ_jl + δ_il δ_jk.

`fourth_moment` makes the same case distinction, flipping the sign at j or at i as needed.

```lean
/-- Fourth moments of the signs: for two pairs of distinct sites the average of the product
is one if the pairs agree up to order, and zero otherwise. -/
theorem fourth_moment (p q : n × n) (hp : p.1 ≠ p.2) (hq : q.1 ≠ q.2) :
    avg (fun s => sgn (s p.1) * sgn (s p.2) * (sgn (s q.1) * sgn (s q.2))) =
      (if q = p then 1 else 0) + (if q = p.swap then 1 else 0) := by
  obtain ⟨i, j⟩ := p
  obtain ⟨k, l⟩ := q
  have hn := fun b => (sgn_facts b).1
  have one : ∀ s : n → Bool, sgn (s i) * sgn (s j) * (sgn (s i) * sgn (s j)) = 1 := by
    intro s
    linear_combination sgn (s j) * sgn (s j) * (sgn_facts (s i)).2 + (sgn_facts (s j)).2
  have one' : ∀ s : n → Bool, sgn (s i) * sgn (s j) * (sgn (s j) * sgn (s i)) = 1 := by
    intro s
    rw [mul_comm (sgn (s j)) (sgn (s i)), one s]
  dsimp only at hp hq ⊢
  by_cases hik : k = i
  · subst hik
    by_cases hjl : l = j
    · subst hjl
      simp only [one]
      simp [avg, hp]
    · rw [avg_eq_zero_of_flip j _ (fun s => by
        simp [hn, hp, hjl])]
      simp [hjl, hp]
  · by_cases hil : l = i
    · subst hil
      by_cases hjk : k = j
      · subst hjk
        simp only [one']
        simp [avg, hq]
      · rw [avg_eq_zero_of_flip j _ (fun s => by
          simp [hn, hp, hjk])]
        simp [hik, hjk]
    · rw [avg_eq_zero_of_flip i _ (fun s => by
        simp [hn, hp.symm, hik, hil])]
      simp [hik, hil]
```

The mean follows from the second moments:

⟨X⟩ = Σ_ij A_ij ⟨s_i s_j⟩ = Σ_i A_ii = Tr A.

This is `mean_estimate`, which needs no symmetry of A. If instead all sites shared one random sign, X would always be the sum of all matrix entries. Signs that are unbiased one by one are thus not enough for an unbiased estimate.

```lean
/-- The uniform-sign estimate is unbiased: its mean is the trace. -/
theorem mean_estimate (A : Matrix n n ℝ) : avg (estimate A) = A.trace := by
  have he : estimate A =
      fun s => ∑ p : n × n, A p.1 p.2 * (sgn (s p.1) * sgn (s p.2)) := by
    funext s
    rw [Fintype.sum_prod_type]
    rfl
  have h2 : ∀ i j : n, avg (fun s => sgn (s i) * sgn (s j)) = if i = j then 1 else 0 := by
    intro i j
    by_cases h : i = j
    · subst h
      simp only [fun b => (sgn_facts b).2]
      simp [avg]
    · rw [avg_eq_zero_of_flip i _ (fun s => by
        simp [fun b => (sgn_facts b).1, Ne.symm h]), if_neg h]
  rw [he, avg_linear, Fintype.sum_prod_type]
  simp [h2, Matrix.trace]
```

## A symmetric matrix

Symmetry holds for a density matrix built from real orthonormal orbitals. Since s_i² = 1, the diagonal contributes no fluctuation:

X − Tr A = Σ_(i≠j) A_ij s_i s_j.

Squaring and inserting the fourth moments gives

Var X = Σ_(i≠j) (A_ij² + A_ij A_ji).

Symmetry makes the two terms equal, and it also turns Σ_ij A_ij² into Tr A²:

Var X = 2 Σ_(i≠j) A_ij² = 2(Tr A² − Σ_i A_ii²).

In `noise_eq`, `B` is the off-diagonal part of A. The step `hdev` subtracts the trace, `hsq` expands the square, and `hm` inserts the fourth moments. Symmetry enters in `hswap` and again when the trace of `A * A` is formed.

```lean
/-- For a symmetric matrix the variance of the estimate is `2 (Tr A² - ∑ A_ii²)`. -/
theorem noise_eq (A : Matrix n n ℝ) (hA : A.IsSymm) :
    noise A = 2 * ((A * A).trace - ∑ i, A i i ^ 2) := by
  -- `B` is the off-diagonal part of `A`, the only source of fluctuations
  obtain ⟨B, hB⟩ : ∃ B : n × n → ℝ, ∀ p, B p = if p.1 = p.2 then 0 else A p.1 p.2 :=
    ⟨_, fun _ => rfl⟩
  have hdev : ∀ s, estimate A s - A.trace =
      ∑ p : n × n, B p * (sgn (s p.1) * sgn (s p.2)) := by
    intro s
    rw [Fintype.sum_prod_type]
    simp only [estimate, Matrix.trace, Matrix.diag_apply, ← Finset.sum_sub_distrib]
    refine Finset.sum_congr rfl fun i _ => ?_
    have hd : A i i = ∑ j, if i = j then A i j else 0 := by simp
    rw [hd, ← Finset.sum_sub_distrib]
    refine Finset.sum_congr rfl fun j _ => ?_
    by_cases h : i = j
    · subst h
      simp [hB, (sgn_facts (s i)).2]
    · simp [hB, h]
  have hsq : ∀ s, (estimate A s - A.trace) ^ 2 = ∑ x : (n × n) × (n × n),
      (B x.1 * B x.2) *
        (sgn (s x.1.1) * sgn (s x.1.2) * (sgn (s x.2.1) * sgn (s x.2.2))) := by
    intro s
    rw [hdev, sq, Finset.sum_mul_sum]
    symm
    rw [Fintype.sum_prod_type]
    refine Finset.sum_congr rfl fun p _ => ?_
    refine Finset.sum_congr rfl fun q _ => ?_
    ring
  have hswap : ∀ p, B p.swap = B p := by
    rintro ⟨i, j⟩
    by_cases h : i = j
    · simp [hB, h]
    · simp [hB, h, Ne.symm h, hA.apply i j]
  -- only equal or swapped pairs survive the average
  have hm : ∀ p q : n × n, B p * B q *
      avg (fun s => sgn (s p.1) * sgn (s p.2) * (sgn (s q.1) * sgn (s q.2))) =
      B p * B q * ((if q = p then 1 else 0) + (if q = p.swap then 1 else 0)) := by
    intro p q
    by_cases hp : p.1 = p.2
    · simp [hB p, hp]
    by_cases hq : q.1 = q.2
    · simp [hB q, hq]
    rw [fourth_moment p q hp hq]
  have hsum : ∀ p : n × n, ∑ q, B p * B q *
      ((if q = p then 1 else 0) + (if q = p.swap then 1 else 0)) = 2 * B p ^ 2 := by
    intro p
    simp only [mul_add, Finset.sum_add_distrib, mul_ite, mul_one, mul_zero,
      Finset.sum_ite_eq', Finset.mem_univ, if_true, hswap]
    ring
  unfold noise
  rw [mean_estimate]
  simp only [hsq]
  rw [avg_linear, Fintype.sum_prod_type]
  simp only [hm, hsum]
  rw [← Finset.mul_sum, Fintype.sum_prod_type]
  congr 1
  simp only [Matrix.trace, Matrix.diag_apply, Matrix.mul_apply, ← Finset.sum_sub_distrib]
  refine Finset.sum_congr rfl fun i _ => ?_
  have hd : A i i ^ 2 = ∑ j, if i = j then A i j ^ 2 else 0 := by simp
  rw [hd, ← Finset.sum_sub_distrib]
  refine Finset.sum_congr rfl fun j _ => ?_
  simp only [hB, hA.apply i j]
  split_ifs <;> ring
```

Without symmetry this formula can fail. If A has the single nonzero entry A_01 = 1 on two sites, then X = s₀s₁ has variance 1, while the right-hand side is 0.

## Occupations between zero and one

F ≥ 0 says that no occupation is negative, and 1 − F ≥ 0 is the Pauli limit of one electron per spin orbital. By hand, both enter through the identity

F − F² = F(1 − F)F + (1 − F)F(1 − F).

For any vector x, the first term gives (Fx)ᵀ(1 − F)(Fx) ≥ 0. The second gives ((1 − F)x)ᵀF((1 − F)x) ≥ 0. So F − F² is positive semidefinite and its trace is nonnegative:

Tr F² ≤ Tr F.

If the traces are equal, the eigenvalues of F − F² are nonnegative and sum to zero. They all vanish, so F² = F. The converse is immediate.

In `trace_sq_le`, `h1` and `h2` are the two positive terms and `hsplit` is the identity. The equality case comes from `trace_eq_zero_iff` for positive semidefinite matrices.

```lean
/-- For a Fermi matrix `Tr F² ≤ Tr F`, with equality if and only if `F` is idempotent. -/
theorem trace_sq_le (F : Matrix n n ℝ) (hF : IsFermi F) :
    (F * F).trace ≤ F.trace ∧ (F.trace = (F * F).trace ↔ F * F = F) := by
  have h1 := hF.2.conjTranspose_mul_mul_same F
  have h2 := hF.1.conjTranspose_mul_mul_same (1 - F)
  rw [hF.1.isHermitian.eq] at h1
  rw [hF.2.isHermitian.eq] at h2
  -- electron-hole splitting of `F - F²` into two positive parts
  have hsplit : F * (1 - F) * F + (1 - F) * F * (1 - F) = F - F * F := by noncomm_ring
  have hpos : (F - F * F).PosSemidef := hsplit ▸ h1.add h2
  have h0 := hpos.trace_nonneg
  have hz := hpos.trace_eq_zero_iff
  rw [Matrix.trace_sub] at h0 hz
  refine ⟨by linarith, ?_⟩
  rw [← sub_eq_zero, hz, sub_eq_zero]
  exact eq_comm
```

Neither condition alone gives the noise bound. On two sites, take off-diagonal entries 1 and density f = 1. Then F ≥ 0, but the occupations are 0 and 2. With f = 0 instead, 1 − F ≥ 0, but the occupations are −1 and 1. In both cases the variance is 4 while 2Nf(1 − f) is 0.

## The same density on every site

The hypothesis `hf : ∀ i, F i i = f` describes equivalent sites, as in a periodic lattice with one orbital per cell. It fixes both diagonal sums:

Tr F = Nf and Σ_i F_ii² = Nf².

With the variance formula and the trace inequality,

Var X = 2(Tr F² − Nf²) ≤ 2(Nf − Nf²) = 2Nf(1 − f).

The only inequality used is Tr F² ≤ Tr F, so equality holds exactly when F² = F. `noise_le_uniform` states both conclusions. In its proof, `ht` and `hq` are the two diagonal sums, `nlinarith` gives the bound, and the two `linear_combination` lines translate equality of variances into equality of traces and back.

```lean
/-- For a Fermi matrix on `N` sites with uniform density `f`, the uniform-sign estimate of the
trace has variance at most `2 N f (1 - f)`, with equality if and only if `F` is idempotent. -/
theorem noise_le_uniform (F : Matrix n n ℝ) (hF : IsFermi F) (f : ℝ) (hf : ∀ i, F i i = f) :
    noise F ≤ 2 * Fintype.card n * f * (1 - f) ∧
      (noise F = 2 * Fintype.card n * f * (1 - f) ↔ F * F = F) := by
  have hs : F.IsSymm := Matrix.IsSymm.ext fun i j => by
    simpa using hF.1.isHermitian.apply i j
  have ht : F.trace = Fintype.card n * f := by simp [Matrix.trace, hf]
  have hq : ∑ i, F i i ^ 2 = Fintype.card n * f ^ 2 := by simp [hf]
  obtain ⟨hle, hiff⟩ := trace_sq_le F hF
  rw [noise_eq F hs, hq, ← hiff]
  refine ⟨by nlinarith, fun h => ?_, fun h => ?_⟩
  · linear_combination ht - h / 2
  · linear_combination 2 * ht - 2 * h
```

For unequal densities, let f be their mean. The inequality survives, because Σ_i F_ii² ≥ Nf², but an idempotent F need not reach the bound. The diagonal matrix with entries 1 and 0 is a projector with no noise, while its mean density 1/2 gives the value 1.

## A projector with matching site densities

A projector P, with P² = P, describes orbitals that are either full or empty. The hypothesis `hd` gives F and P equal densities site by site, and these densities may vary from site to site. The diagonal sums then cancel in the comparison. Since F is a Fermi matrix and not idempotent,

Var X_F − Var X_P = 2(Tr F² − Tr P²) = 2(Tr F² − Tr F) < 0,

where X_F and X_P are the estimates for F and P, and Tr P² = Tr P = Tr F.

`noise_lt_projector` follows these lines: `hlt` is the strict trace inequality, and `noise_eq` is applied to both matrices.

```lean
/-- A Fermi matrix that is not idempotent has a trace estimate with strictly smaller variance than
any symmetric projector `P` with the same density on every site. -/
theorem noise_lt_projector (F P : Matrix n n ℝ) (hF : IsFermi F) (hne : F * F ≠ F)
    (hP : P.IsSymm) (hPP : P * P = P) (hd : ∀ i, F i i = P i i) : noise F < noise P := by
  have hs : F.IsSymm := Matrix.IsSymm.ext fun i j => by
    simpa using hF.1.isHermitian.apply i j
  have ht : F.trace = P.trace := by simp [Matrix.trace, hd]
  obtain ⟨hle, hiff⟩ := trace_sq_le F hF
  have hlt : (F * F).trace < F.trace := lt_of_le_of_ne hle fun h => hne (hiff.1 h.symm)
  rw [noise_eq F hs, noise_eq P hP, hPP]
  simp only [hd]
  linarith
```

Three of the hypotheses deserve a comment:

- If F is idempotent, strictness fails: Tr F² = Tr F, and the two variances are equal.
- If the site densities may differ, the conclusion can fail: the diagonal projector with entries 1 and 0 is noiseless, so no F can lie below it.
- Symmetry of P allows the use of `noise_eq`. It is a convenience, since (P_ij + P_ji)² ≥ 4 P_ij P_ji means that a non-symmetric projector is at least as noisy as that formula gives.

The comparison is between fractional and integer occupations. It does not say that the noise falls steadily as the temperature rises. The trace of a projector is its rank, so a matching P can exist only if Tr F is an integer, and it need not be the zero-temperature density matrix of the same Hamiltonian.

## Two sites at half filling

Let both densities be 1/2 and let the off-diagonal element be t. The bonding and antibonding occupations are 1/2 + t and 1/2 − t, so |t| ≤ 1/2 is the condition for a Fermi matrix. The estimate is

X = 1 + 2t s₀s₁,

with mean 1 and variance 4t². The variance runs from 0 at t = 0 to the bound 2Nf(1 − f) = 1 at |t| = 1/2, where F is a projector. For larger |t| it would exceed the bound.

In `two_site_witness`, positivity comes from writing the quadratic form, with u = t for F and u = −t for 1 − F, as

½(½ + u)(x₀ + x₁)² + ½(½ − u)(x₀ − x₁)².

The variance then follows from `noise_eq`.

```lean
/-- Two sites with density `1/2` and off-diagonal element `t`, where `|t| ≤ 1/2`, form a Fermi
matrix whose trace estimate has variance `4 t²`. -/
theorem two_site_witness (t : ℝ) (ht : |t| ≤ 1 / 2) :
    IsFermi !![1 / 2, t; t, 1 / 2] ∧ noise !![1 / 2, t; t, 1 / 2] = 4 * t ^ 2 := by
  have key : ∀ u : ℝ, |u| ≤ 1 / 2 → (!![1 / 2, u; u, 1 / 2] : Matrix _ _ ℝ).PosSemidef := by
    intro u hu
    obtain ⟨hl, hr⟩ := abs_le.1 hu
    refine Matrix.PosSemidef.of_dotProduct_mulVec_nonneg ?_ fun x => ?_
    · ext i j
      fin_cases i <;> fin_cases j <;> simp
    · -- bonding and antibonding combinations diagonalise the form
      have h1 := mul_nonneg (by linarith : 0 ≤ 1 / 2 + u) (sq_nonneg (x 0 + x 1))
      have h2 := mul_nonneg (by linarith : 0 ≤ 1 / 2 - u) (sq_nonneg (x 0 - x 1))
      simp only [Matrix.mulVec, dotProduct, Fin.sum_univ_two, Pi.star_apply, star_trivial,
        Matrix.of_apply, Matrix.cons_val_zero, Matrix.cons_val_one]
      nlinarith
  have hc : (1 : Matrix (Fin 2) (Fin 2) ℝ) - !![1 / 2, t; t, 1 / 2] =
      !![1 / 2, -t; -t, 1 / 2] := by
    ext i j
    fin_cases i <;> fin_cases j <;> norm_num
  refine ⟨⟨key t ht, hc ▸ key (-t) (by rwa [abs_neg])⟩, ?_⟩
  rw [noise_eq _ (Matrix.IsSymm.ext fun i j => by fin_cases i <;> fin_cases j <;> rfl)]
  simp only [Matrix.trace_fin_two, Matrix.mul_apply, Fin.sum_univ_two, Matrix.of_apply,
    Matrix.cons_val_zero, Matrix.cons_val_one]
  ring

end

end FermiSmearingNoise
```

```lean
#print axioms FermiSmearingNoise.noise_le_uniform
-- 'FermiSmearingNoise.noise_le_uniform' depends on axioms: [propext, Classical.choice, Quot.sound]
#print axioms FermiSmearingNoise.noise_lt_projector
-- 'FermiSmearingNoise.noise_lt_projector' depends on axioms: [propext, Classical.choice, Quot.sound]
```
